# A complex differentiable coupled-cluster energy is conserved by the amplitude equations it generates

After each time step of a real-time coupled-cluster run, a code can evaluate the energy from the current cluster and de-excitation amplitudes and compare it with the value at the start. With a time-independent Hamiltonian and exactly solved amplitude equations, the two complex numbers are equal. Any drift then comes from the time integrator, from rounding, or from working equations that don't match the energy expression.

Write t_m for the cluster amplitudes, l_m for the de-excitation amplitudes (often called λ_m), and s for time, with ħ = 1. The energy is a function L(t, l), complex differentiable in all amplitudes jointly. The equations of motion are

i t_m' = ∂L/∂l_m

i l_m' = −∂L/∂t_m

where the prime is d/ds. Along every solution, L(t(s), l(s)) is constant.

## Drift checks with and without a laser pulse

The coupled-cluster energy in question is

L(t, l) = ⟨Φ|(1 + Λ) e^(−T) H e^T|Φ⟩, with T = Σ t_m τ_m and Λ = Σ l_m τ_m†.

Here Φ is the reference state, H the Hamiltonian and τ_m the excitation operators. The sums run over any finite set of amplitudes, so a truncation such as singles and doubles also conserves its own energy. Both the real and the imaginary part of L should stay fixed. The projected energy ⟨Φ|e^(−T) H e^T|Φ⟩, which leaves out Λ, need not be constant.

For a differentiable pulse f(s) coupled through a second complex differentiable function V(t, l), the generator is L + f V, and the total energy obeys

d(L + f V)/ds = f'(s) V(t(s), l(s)).

For a laser field in the length gauge, V is the expression for L with H replaced by the dipole operator along the field, and f is minus the field strength. A code can integrate the right-hand side alongside the amplitudes and compare it with the change in total energy.

A flat energy curve has limited diagnostic value. It doesn't measure the truncation error, and since Hermiticity of H is never used, it doesn't detect a non-Hermitian H either.

## The chain rule and an antisymmetric bracket

For bounded operators, such as those in a finite orbital basis, the functional is complex differentiable because T and Λ are linear in the amplitudes, the operator exponential is a convergent power series, and products and the final matrix element preserve differentiability. No complex conjugate of an amplitude appears.

Let A(t, l) be any complex differentiable observable, and let K generate the motion. The chain rule gives

dA/ds = Σ (∂A/∂t_m · t_m' + ∂A/∂l_m · l_m').

The equations of motion, divided by i, read t_m' = −i ∂K/∂l_m and l_m' = i ∂K/∂t_m. Inserting them,

dA/ds = −i Σ (∂A/∂t_m · ∂K/∂l_m − ∂A/∂l_m · ∂K/∂t_m) = −i{A, K}.

For A = K = L, each term of the sum is a product minus itself. Hence dL/ds = 0 at every time, and L is constant.

For the driven case, fix a time s and split the energy at a nearby time r:

L + f(r) V = [L + f(s) V] + (f(r) − f(s)) V.

At r = s the bracketed part has zero derivative, because it is the generator at that instant. The product rule gives f'(s) V for the rest, since the factor f(r) − f(s) vanishes there.

## Two levels with ω = 2

Take orthonormal states |0⟩ and |1⟩, with Φ = |0⟩, τ = |1⟩⟨0| and H = ω|1⟩⟨1|. Then L = ω t l. Start from an equal superposition, with ket e^T|0⟩ = |0⟩ + |1⟩, so t(0) = 1. The bra ⟨0|(1 + Λ) e^(−T) = (1 − t l)⟨0| + l⟨1| is proportional to the conjugate of this ket when l(0) = 1/2. The solution is t = e^(−iωs), l = e^(iωs)/2.

For ω = 2 and s = π/4, this gives t = −i and l = i/2, so t l = 1/2 and L = 1, as at the start. This is the mean energy of the superposition. With the wrong sign in the l equation, l would be −i/2 and L would be −1.

One explicit Euler step of length 0.1 from the start gives t = 1 − 0.2i and l = 0.5 + 0.1i. Then t l = 0.52 and L = 1.04. The drift of 0.04 comes entirely from the integrator.

## The Lean file

```lean
import Mathlib

open Complex

namespace TimeDependentCoupledCluster

noncomputable section

/-- The space of pairs `(t, l)` of cluster amplitudes and de-excitation amplitudes. -/
abbrev Phase (ι : Type*) := (ι → ℂ) × (ι → ℂ)

variable {ι : Type*} [Fintype ι]

section Functional

variable {E : Type*} [NormedAddCommGroup E] [InnerProductSpace ℂ E] [CompleteSpace E]

/-- The cluster operator `T = ∑ t_m τ_m`. -/
def cluster (τ : ι → E →L[ℂ] E) (t : ι → ℂ) : E →L[ℂ] E := ∑ m, t m • τ m

/-- The coupled-cluster functional `⟨Φ| (1 + Λ) e^{-T} H e^{T} |Φ⟩` with `Λ = ∑ l_m τ_m†`. -/
def ccLagrangian (τ : ι → E →L[ℂ] E) (H : E →L[ℂ] E) (Φ : E) (z : Phase ι) : ℂ :=
  inner ℂ Φ (((1 + cluster (fun m => star (τ m)) z.2) * NormedSpace.exp (-cluster τ z.1) * H *
    NormedSpace.exp (cluster τ z.1)) Φ)

/-- For bounded operators the coupled-cluster functional is complex differentiable in all
amplitudes jointly. -/
theorem ccLagrangian_differentiable (τ : ι → E →L[ℂ] E) (H : E →L[ℂ] E) (Φ : E) :
    Differentiable ℂ (ccLagrangian τ H Φ) := by
  have hexp : Differentiable ℂ (NormedSpace.exp : (E →L[ℂ] E) → (E →L[ℂ] E)) := fun x => by
    have h : AnalyticAt ℂ (NormedSpace.exp : (E →L[ℂ] E) → (E →L[ℂ] E)) x := by
      apply NormedSpace.exp_analytic
    exact h.differentiableAt
  have hT : Differentiable ℂ (fun z : Phase ι => cluster τ z.1) := by
    unfold cluster
    fun_prop
  have hL : Differentiable ℂ (fun z : Phase ι => cluster (fun m => star (τ m)) z.2) := by
    unfold cluster
    fun_prop
  have hX := ((((differentiable_const (1 : E →L[ℂ] E)).add hL).mul
    (hexp.comp hT.neg)).mul (differentiable_const H)).mul (hexp.comp hT)
  -- the matrix element `⟨Φ|X|Φ⟩` is a bounded linear functional of the operator `X`
  exact ((innerSL ℂ Φ).comp (ContinuousLinearMap.apply ℂ E Φ)).differentiable.comp hX

end Functional

variable [DecidableEq ι]

/-- The partial derivative `∂F/∂t_m` of a complex differentiable function `F(t, l)`. -/
def dT (F : Phase ι → ℂ) (z : Phase ι) (m : ι) : ℂ := fderiv ℂ F z (Pi.single m 1, 0)

/-- The partial derivative `∂F/∂l_m` of a complex differentiable function `F(t, l)`. -/
def dL (F : Phase ι → ℂ) (z : Phase ι) (m : ι) : ℂ := fderiv ℂ F z (0, Pi.single m 1)

/-- The bracket `{A, B} = ∑ (∂A/∂t_m ∂B/∂l_m - ∂A/∂l_m ∂B/∂t_m)` of complex differentiable
functions `A` and `B`. -/
def poisson (A B : Phase ι → ℂ) (z : Phase ι) : ℂ :=
  ∑ m, (dT A z m * dL B z m - dL A z m * dT B z m)

/-- The real-time equations of motion `i t_m' = ∂K/∂l_m` and `i l_m' = -∂K/∂t_m` for
differentiable paths, where the generator `K` may depend on time. -/
structure IsTDCCPath (K : ℝ → Phase ι → ℂ) (t l : ℝ → ι → ℂ) : Prop where
  diff_t : Differentiable ℝ t
  diff_l : Differentiable ℝ l
  eq_t : ∀ s m, I * deriv t s m = dL (K s) (t s, l s) m
  eq_l : ∀ s m, I * deriv l s m = -dT (K s) (t s, l s) m

/-- A complex-linear functional on pairs of amplitudes is the sum of its coordinate
contributions. -/
theorem linear_split (D : Phase ι →L[ℂ] ℂ) (u v : ι → ℂ) :
    D (u, v) = ∑ m, u m * D (Pi.single m 1, 0) + ∑ m, v m * D (0, Pi.single m 1) := by
  have gen : ∀ (G : (ι → ℂ) →L[ℂ] ℂ) (w : ι → ℂ), G w = ∑ m, w m * G (Pi.single m 1) := by
    intro G w
    have key : w = ∑ m, w m • (Pi.single m 1 : ι → ℂ) := by
      ext k
      simp [Finset.sum_apply, Pi.single_apply]
    calc G w = G (∑ m, w m • (Pi.single m 1 : ι → ℂ)) := congrArg G key
      _ = ∑ m, w m * G (Pi.single m 1) := by simp only [map_sum, map_smul, smul_eq_mul]
  have h : D (u, v) = D (u, 0) + D (0, v) := by
    rw [← map_add]
    simp
  rw [h]
  exact congrArg₂ (· + ·) (gen (D.comp (ContinuousLinearMap.inl ℂ (ι → ℂ) (ι → ℂ))) u)
    (gen (D.comp (ContinuousLinearMap.inr ℂ (ι → ℂ) (ι → ℂ))) v)

/-- The bracket of a function with itself vanishes. -/
theorem poisson_self (A : Phase ι → ℂ) (z : Phase ι) : poisson A A z = 0 :=
  Finset.sum_eq_zero fun m _ => by ring

/-- Along a solution of the equations of motion with generator `K`, every complex differentiable
observable `A(t, l)` obeys `dA/ds = -i {A, K}`. -/
theorem hasDerivAt_observable {K : ℝ → Phase ι → ℂ} {t l : ℝ → ι → ℂ}
    (h : IsTDCCPath K t l) {A : Phase ι → ℂ} (hA : Differentiable ℂ A) (s : ℝ) :
    HasDerivAt (fun r => A (t r, l r)) (-I * poisson A (K s) (t s, l s)) s := by
  have hz : HasDerivAt (fun r => (t r, l r)) (deriv t s, deriv l s) s :=
    (h.diff_t s).hasDerivAt.prodMk (h.diff_l s).hasDerivAt
  have hc := ((hA (t s, l s)).hasFDerivAt.restrictScalars ℝ).comp_hasDerivAt s hz
  refine hc.congr_deriv ?_
  change fderiv ℂ A (t s, l s) (deriv t s, deriv l s) = _
  rw [linear_split, ← Finset.sum_add_distrib, poisson, Finset.mul_sum]
  refine Finset.sum_congr rfl fun m _ => ?_
  -- insert the equations of motion for each amplitude
  rw [← h.eq_t s m, ← neg_eq_iff_eq_neg.mpr (h.eq_l s m)]
  change deriv t s m * dT A (t s, l s) m + deriv l s m * dL A (t s, l s) m = _
  linear_combination (deriv t s m * dT A (t s, l s) m +
    deriv l s m * dL A (t s, l s) m) * I_sq

/-- If `L(t, l)` is complex differentiable and generates the motion, then `L(t(s), l(s))` has the
same value at all times. -/
theorem energy_conserved {L : Phase ι → ℂ} (hL : Differentiable ℂ L) {t l : ℝ → ι → ℂ}
    (h : IsTDCCPath (fun _ => L) t l) (s r : ℝ) : L (t s, l s) = L (t r, l r) := by
  have hd : ∀ x, HasDerivAt (fun y => L (t y, l y)) 0 x := fun x =>
    (hasDerivAt_observable h hL x).congr_deriv
      (mul_eq_zero.mpr (Or.inr (poisson_self L _)))
  exact is_const_of_deriv_eq_zero (fun x => (hd x).differentiableAt) (fun x => (hd x).deriv) s r

/-- For bounded operators, the coupled-cluster functional `⟨Φ| (1 + Λ) e^{-T} H e^{T} |Φ⟩` is
constant along the real-time motion that it generates. -/
theorem cc_energy_conserved {E : Type*} [NormedAddCommGroup E] [InnerProductSpace ℂ E]
    [CompleteSpace E] (τ : ι → E →L[ℂ] E) (H : E →L[ℂ] E) (Φ : E) {t l : ℝ → ι → ℂ}
    (h : IsTDCCPath (fun _ => ccLagrangian τ H Φ) t l) (s r : ℝ) :
    ccLagrangian τ H Φ (t s, l s) = ccLagrangian τ H Φ (t r, l r) :=
  energy_conserved (ccLagrangian_differentiable τ H Φ) h s r

/-- Under a drive `L + f(s) V` with `L`, `V` complex differentiable and `f` differentiable at
time `s`, the total energy changes at the rate `f'(s) V(t(s), l(s))`. -/
theorem driven_energy_rate {L V : Phase ι → ℂ} (hL : Differentiable ℂ L)
    (hV : Differentiable ℂ V) {f : ℝ → ℂ} {f' : ℂ} {s : ℝ} (hf : HasDerivAt f f' s)
    {t l : ℝ → ι → ℂ} (h : IsTDCCPath (fun r z => L z + f r * V z) t l) :
    HasDerivAt (fun r => L (t r, l r) + f r * V (t r, l r)) (f' * V (t s, l s)) s := by
  -- with the drive frozen at time s, the energy is stationary
  have h0 : HasDerivAt (fun r => L (t r, l r) + f s * V (t r, l r)) 0 s :=
    (hasDerivAt_observable h (hL.add (hV.const_mul (f s))) s).congr_deriv
      (mul_eq_zero.mpr (Or.inr (poisson_self _ _)))
  have h1 := h0.fun_add ((hf.sub_const (f s)).fun_mul (hasDerivAt_observable h hV s))
  have e : (fun r => L (t r, l r) + f r * V (t r, l r)) = fun r =>
      (L (t r, l r) + f s * V (t r, l r)) + (f r - f s) * V (t r, l r) := by
    funext r
    ring
  rw [e]
  exact h1.congr_deriv (by ring)

/-- For one pair of amplitudes and `L = ω t l`, the paths `t = e^{-iωs}` and `l = e^{iωs}` solve
the equations of motion. -/
theorem isTDCCPath_witness (ω : ℂ) :
    IsTDCCPath (fun _ (z : Phase (Fin 1)) => ω * (z.1 0 * z.2 0))
      (fun s _ => exp (-(I * ω) * s)) (fun s _ => exp (I * ω * s)) := by
  have e : ∀ (c : ℂ) (s : ℝ), HasDerivAt (fun (r : ℝ) (_ : Fin 1) => exp (c * r))
      (fun _ => c * exp (c * s)) s := by
    intro c s
    refine hasDerivAt_pi.2 fun _ => ?_
    have h : HasDerivAt (fun x : ℂ => exp (c * x)) (exp (c * s) * (c * 1)) (s : ℂ) :=
      ((hasDerivAt_id' (s : ℂ)).const_mul c).cexp
    exact h.comp_ofReal.congr_deriv (by ring)
  let p : Phase (Fin 1) →L[ℂ] ℂ :=
    (ContinuousLinearMap.proj 0).comp (ContinuousLinearMap.fst ℂ (Fin 1 → ℂ) (Fin 1 → ℂ))
  let q : Phase (Fin 1) →L[ℂ] ℂ :=
    (ContinuousLinearMap.proj 0).comp (ContinuousLinearMap.snd ℂ (Fin 1 → ℂ) (Fin 1 → ℂ))
  have hF : ∀ z : Phase (Fin 1), HasFDerivAt (fun z : Phase (Fin 1) => ω * (z.1 0 * z.2 0))
      (ω • (z.1 0 • q + z.2 0 • p)) z := fun z =>
    (p.hasFDerivAt.mul q.hasFDerivAt).const_mul ω
  refine ⟨fun s => (e _ s).differentiableAt, fun s => (e _ s).differentiableAt, ?_, ?_⟩
  · intro s m
    obtain rfl : m = 0 := Subsingleton.elim _ _
    rw [(e (-(I * ω)) s).deriv, dL, (hF _).fderiv]
    simp only [p, q, smul_apply, add_apply,
      ContinuousLinearMap.comp_apply, ContinuousLinearMap.coe_fst', ContinuousLinearMap.coe_snd',
      ContinuousLinearMap.proj_apply, Pi.single_eq_same, Pi.zero_apply, smul_eq_mul]
    linear_combination (-ω * exp (-(I * ω) * s)) * I_sq
  · intro s m
    obtain rfl : m = 0 := Subsingleton.elim _ _
    rw [(e (I * ω) s).deriv, dT, (hF _).fderiv]
    simp only [p, q, smul_apply, add_apply,
      ContinuousLinearMap.comp_apply, ContinuousLinearMap.coe_fst', ContinuousLinearMap.coe_snd',
      ContinuousLinearMap.proj_apply, Pi.single_eq_same, Pi.zero_apply, smul_eq_mul]
    linear_combination (ω * exp (I * ω * s)) * I_sq

end

end TimeDependentCoupledCluster
```

```lean
#print axioms TimeDependentCoupledCluster.cc_energy_conserved
#print axioms TimeDependentCoupledCluster.driven_energy_rate
```

```
'TimeDependentCoupledCluster.cc_energy_conserved' depends on axioms: [propext, Classical.choice, Quot.sound]
'TimeDependentCoupledCluster.driven_energy_rate' depends on axioms: [propext, Classical.choice, Quot.sound]
```

## Amplitudes, derivatives and paths as Lean objects

`Phase ι` is the space of pairs (t, l), with one complex number of each kind for every label in the finite type `ι`. The two families are independent: l is not the conjugate of t. In `ccLagrangian`, `E` is a complex Hilbert space, not an energy, and `star` is the operator adjoint. The inner product is linear in its second argument. The reference `Φ` need not be normalised, and the operators `τ` and `H` are arbitrary bounded operators.

`dT` and `dL` are the partial derivatives with respect to t_m and l_m, obtained by applying the complex derivative to a unit vector. The name `dL` refers to the variable l, not to the function L. `poisson` is the bracket above.

`IsTDCCPath K t l` says that both paths are differentiable and satisfy the equations of motion at every real time, with a generator `K` that may depend on time. `energy_conserved` takes such a path for a fixed, complex differentiable `L` and concludes that its values at any two times `s` and `r` agree. `cc_energy_conserved` states this for the coupled-cluster functional itself. In `driven_energy_rate`, the drive may be complex and needs a derivative only at the time considered.

## How the Lean lemmas carry out the derivation

`ccLagrangian_differentiable` composes the linear map for T with the analytic operator exponential, forms the product with 1 + Λ and H, then applies the bounded linear map that takes an operator to its matrix element.

`linear_split` expands a linear functional in unit vectors, which turns the abstract derivative into the coordinate sum of the chain rule. `hasDerivAt_observable` first differentiates the pair of paths. It then regards the complex derivative of `A` as a real-linear map, because time is real, and applies the chain rule. The equations of motion are used to replace the derivatives of `K` by velocities, and `linear_combination` closes each term with i² = −1.

`poisson_self` cancels the bracket term by term. `energy_conserved` combines it with the theorem that a function with zero derivative everywhere is constant. `driven_energy_rate` follows the frozen-drive split. `isTDCCPath_witness` differentiates the exponentials of the two-level example, without the factor 1/2 in l, and checks both equations, so the path hypothesis has a nontrivial solution.

## Exact paths, discrete steps and the choice of equations

The theorems concern exact differentiable paths. The step from there to a running code is time discretisation, and as the Euler example shows, an integrator can break the conservation law even when every derivative is right.

The equations of motion are assumed, not derived from the Schrödinger equation. They are the usual time-dependent coupled-cluster equations for fixed orbitals when the excitation operators commute, the states τ_m Φ are orthonormal and orthogonal to Φ, and Φ is normalised. With linearly independent but non-orthonormal excited states, an overlap matrix enters, and the theorems apply after a linear change of amplitudes that removes it.

A solution for all real times is also assumed. The equations are nonlinear in general, and its existence has to come from elsewhere.

Bounded operators include every electronic Hamiltonian in a finite orbital basis, which is the setting of most electronic-structure codes. For the unbounded Hamiltonian of the continuum, `energy_conserved` applies only if complex differentiability of the functional is established separately.

Finally, the conserved quantity is the same L that generates the motion. If a code propagates with one approximate functional and reports the energy from another, the theorem gives no reason for the reported number to stay constant.
